# Equal total transmission in both directions through a two-terminal conductor with a unitary scattering matrix

Join two electron reservoirs at the same temperature and chemical potential by a coherent conductor in which the electrons do not interact. At each energy, the net current is proportional to the common Fermi occupation times the difference between the total transmission from left to right and that from right to left. If these totals differed, a steady current could flow between reservoirs in equilibrium.

Unitarity of the scattering matrix excludes this, even in a magnetic field and with different numbers of channels in the two leads. It also makes the shot noise, the counting statistics and the nonzero transmission eigenvalues agree in the two directions. The word "reciprocity" often means the symmetry $S=S^{T}$ under time reversal; here it means only these equalities, and no such symmetry is assumed.

The open channels at one energy form two finite sets, $L$ for the left lead and $R$ for the right. Either set may be empty.

```lean
import Mathlib

open Matrix

namespace TwoTerminalReciprocity

noncomputable section

variable {L R : Type*} [Fintype L] [Fintype R] [DecidableEq L] [DecidableEq R]
```

## Amplitudes and transmission matrices

Let $a_L,a_R$ be the incoming amplitudes and $b_L,b_R$ the outgoing ones. Scattering is linear:

$$
\begin{pmatrix} b_L\\ b_R\end{pmatrix}
=S\begin{pmatrix} a_L\\ a_R\end{pmatrix},\qquad
S=\begin{pmatrix} r & t'\\ t & r'\end{pmatrix}.
$$

Columns label incoming channels and rows outgoing ones. Thus $t$ has type `Matrix R L ℂ` and carries a wave from left to right, while $t'$ carries one from right to left. The prime is part of the name and does not denote a derivative or a transpose. The index type `L ⊕ R` is the disjoint union of the two sets of channels.

```lean
/-- The scattering matrix of a two-terminal conductor: `r` and `r'` reflect back into the left
and right lead, `t` transmits from left to right and `t'` from right to left. -/
def scatteringMatrix (r : Matrix L L ℂ) (t' : Matrix L R ℂ) (t : Matrix R L ℂ)
    (r' : Matrix R R ℂ) : Matrix (L ⊕ R) (L ⊕ R) ℂ :=
  fromBlocks r t' t r'
```

For an incoming left wave $a_L$, the transmitted flux is $\|t a_L\|^2=a_L^\dagger t^\dagger t\,a_L$. The matrix in the middle is $T=t^\dagger t$, and for the other direction it is $T'=t'^\dagger t'$. In Lean, `ᴴ` is the conjugate transpose $\dagger$. The trace of $T$ sums the transmission probabilities over all pairs of channels, and at the Fermi energy it is the zero-temperature linear (Landauer) conductance in units of $e^2/h$, with spin counted among the channels.

```lean
/-- The transmission matrix `t†t` on the incoming channels of an amplitude block `t`. -/
def transmission {m n : Type*} [Fintype m] (t : Matrix m n ℂ) : Matrix n n ℂ :=
  tᴴ * t
```

## Flux conservation seen from the left lead

The physical hypothesis is that $S$ is unitary: the outgoing flux equals the incoming flux. This requires flux-normalised amplitudes, elastic scattering and no absorption. The upper left block of $S^\dagger S=1$ reads

$$
r^\dagger r+t^\dagger t=1,\qquad\text{so}\qquad T=1-r^\dagger r .
$$

The proof takes the equation $S^\dagger S=1$ from membership in `unitaryGroup`, multiplies the blocks, and keeps the first of the four block equations that `fromBlocks_inj` supplies.

```lean
/-- For a unitary scattering matrix, what enters from the left and is not reflected is
transmitted: `t†t = 1 - r†r`. -/
theorem transmission_eq_one_sub_reflection {r : Matrix L L ℂ} {t' : Matrix L R ℂ}
    {t : Matrix R L ℂ} {r' : Matrix R R ℂ}
    (hS : scatteringMatrix r t' t r' ∈ unitaryGroup (L ⊕ R) ℂ) :
    tᴴ * t = 1 - rᴴ * r := by
  have h := mem_unitaryGroup_iff'.1 hS
  rw [scatteringMatrix, star_eq_conjTranspose, fromBlocks_conjTranspose,
    fromBlocks_multiply, ← fromBlocks_one] at h
  have h1 := (fromBlocks_inj.1 h).1
  exact eq_sub_of_add_eq (by rw [add_comm]; exact h1)
```

A finite unitary matrix also satisfies $SS^\dagger=1$. Its upper left block concerns what leaves through the left lead:

$$
rr^\dagger+t't'^\dagger=1,\qquad\text{so}\qquad t't'^\dagger=1-rr^\dagger .
$$

The Lean proof is the same with the two factors exchanged.

```lean
/-- For a unitary scattering matrix, the outgoing channels of the left lead satisfy
`t't'† = 1 - rr†`. -/
theorem outgoing_eq_one_sub_reflection {r : Matrix L L ℂ} {t' : Matrix L R ℂ}
    {t : Matrix R L ℂ} {r' : Matrix R R ℂ}
    (hS : scatteringMatrix r t' t r' ∈ unitaryGroup (L ⊕ R) ℂ) :
    t' * t'ᴴ = 1 - r * rᴴ := by
  have h := mem_unitaryGroup_iff.1 hS
  rw [scatteringMatrix, star_eq_conjTranspose, fromBlocks_conjTranspose,
    fromBlocks_multiply, ← fromBlocks_one] at h
  have h1 := (fromBlocks_inj.1 h).1
  exact eq_sub_of_add_eq (by rw [add_comm]; exact h1)
```

Both equations contain the same reflection block $r$, once as $r^\dagger r$ and once as $rr^\dagger$. The reciprocity theorems below all rest on this link between the two directions.

## Conductance and shot noise

Let $N_L$ be the number of left channels. Cyclicity of the trace gives

$$
\operatorname{tr}T=N_L-\operatorname{tr}r^\dagger r
=N_L-\operatorname{tr}rr^\dagger
=\operatorname{tr}t't'^\dagger=\operatorname{tr}T' .
$$

The `calc` block has these same steps, with `trace_mul_comm` for each cyclic exchange. The last exchange passes from a matrix on $L$ to one on $R$, so the leads need not be of equal size.

```lean
/-- Two-terminal reciprocity: for a unitary scattering matrix the total transmission from left
to right equals that from right to left, `tr(t†t) = tr(t'†t')`. -/
theorem trace_transmission_reciprocity {r : Matrix L L ℂ} {t' : Matrix L R ℂ}
    {t : Matrix R L ℂ} {r' : Matrix R R ℂ}
    (hS : scatteringMatrix r t' t r' ∈ unitaryGroup (L ⊕ R) ℂ) :
    (transmission t).trace = (transmission t').trace := by
  unfold transmission
  calc (tᴴ * t).trace = (1 - rᴴ * r).trace := by
        rw [transmission_eq_one_sub_reflection hS]
    -- `r†r` and `rr†` have the same trace
    _ = (1 - r * rᴴ).trace := by
        rw [trace_sub, trace_sub, trace_mul_comm rᴴ r]
    _ = (t' * t'ᴴ).trace := by rw [outgoing_eq_one_sub_reflection hS]
    _ = (t'ᴴ * t').trace := trace_mul_comm _ _
```

For non-interacting electrons at zero temperature and small bias, the shot noise is proportional to $\operatorname{tr}T(1-T)$. Since $1-T=r^\dagger r$,

$$
T(1-T)=(1-r^\dagger r)\,r^\dagger r=r^\dagger(1-rr^\dagger)\,r .
$$

Moving the last $r$ to the front under the trace, and then using $rr^\dagger=1-t't'^\dagger$, gives

$$
\begin{aligned}
\operatorname{tr}T(1-T)
&=\operatorname{tr}\,rr^\dagger(1-rr^\dagger)
=\operatorname{tr}\,(1-t't'^\dagger)\,t't'^\dagger\\
&=\operatorname{tr}\,t'^\dagger(1-t't'^\dagger)\,t'
=\operatorname{tr}T'(1-T').
\end{aligned}
$$

In Lean, `trace_mul_comm` does the cyclic moves. The identities that keep the order of the factors are checked by `noncomm_ring` where they reduce to square matrices, and by `simp only` in the last step, where the rectangular block $t'$ remains.

```lean
/-- For a unitary scattering matrix the shot-noise trace `tr(T(1 - T))`, with `T` the
transmission matrix, is the same in both directions. -/
theorem shot_noise_reciprocity {r : Matrix L L ℂ} {t' : Matrix L R ℂ}
    {t : Matrix R L ℂ} {r' : Matrix R R ℂ}
    (hS : scatteringMatrix r t' t r' ∈ unitaryGroup (L ⊕ R) ℂ) :
    (transmission t * (1 - transmission t)).trace =
      (transmission t' * (1 - transmission t')).trace := by
  have h1 := transmission_eq_one_sub_reflection hS
  have h2 := outgoing_eq_one_sub_reflection hS
  unfold transmission
  calc (tᴴ * t * (1 - tᴴ * t)).trace = (rᴴ * (1 - r * rᴴ) * r).trace :=
        congrArg Matrix.trace (by rw [h1]; noncomm_ring)
    _ = (r * (rᴴ * (1 - r * rᴴ))).trace := trace_mul_comm _ _
    _ = ((1 - t' * t'ᴴ) * t' * t'ᴴ).trace :=
        congrArg Matrix.trace (by
          rw [Matrix.mul_assoc (1 - t' * t'ᴴ) t' t'ᴴ, h2]; noncomm_ring)
    _ = (t'ᴴ * ((1 - t' * t'ᴴ) * t')).trace := trace_mul_comm _ _
    _ = (t'ᴴ * t' * (1 - t'ᴴ * t')).trace :=
        congrArg Matrix.trace (by
          simp only [Matrix.mul_sub, Matrix.sub_mul, Matrix.mul_one, Matrix.one_mul,
            Matrix.mul_assoc])
```

## The counting determinant

Take non-interacting electrons at zero temperature and an energy at which the left reservoir is filled and the right one empty. Then $\det(1+sT)$ with $s=e^{i\chi}-1$ generates the counting statistics of the charge transmitted at this energy, in units of the electron charge, where $\chi$ is the counting field. With the two reservoirs exchanged, $T'$ takes the place of $T$. Comparing the two directions takes two determinant identities.

The first is Sylvester's identity, $\det(1+AB)=\det(1+BA)$, for rectangular $A$ and $B$ whose products are both square. It follows by evaluating

$$
\det\begin{pmatrix}1&-A\\ B&1\end{pmatrix}
$$

in two ways: eliminating with the upper left block gives $\det(1+BA)$, and eliminating with the lower right block gives $\det(1+AB)$. Mathlib supplies it as `det_one_add_mul_comm`.

The second replaces 1 by a complex number $c$ and needs square $A$ and $B$, here of size $N_L$. If $c\neq0$, factor it out and apply Sylvester:

$$
\det(c+AB)=c^{N_L}\det(1+c^{-1}AB)
=c^{N_L}\det(1+c^{-1}BA)=\det(c+BA).
$$

If $c=0$, both sides equal $\det A\,\det B$. The Lean proof makes the same case distinction, and its auxiliary statement `e` pulls out the factor $c$.

```lean
/-- For square matrices, `det(c + AB) = det(c + BA)` for every complex number `c`. -/
theorem det_smul_one_add_mul_comm (c : ℂ) (A B : Matrix L L ℂ) :
    (c • (1 : Matrix L L ℂ) + A * B).det = (c • (1 : Matrix L L ℂ) + B * A).det := by
  rcases eq_or_ne c 0 with rfl | hc
  · rw [zero_smul, zero_add, zero_add, det_mul, det_mul, mul_comm]
  · have e : ∀ X Y : Matrix L L ℂ,
        c • (1 : Matrix L L ℂ) + X * Y = c • (1 + (c⁻¹ • X) * Y) := by
      intro X Y
      rw [smul_add, Matrix.smul_mul, smul_smul, mul_inv_cancel₀ hc, one_smul]
    rw [e A B, e B A, det_smul, det_smul, det_one_add_mul_comm (c⁻¹ • A) B,
      Matrix.mul_smul, Matrix.smul_mul]
```

Now insert the two flux equations:

$$
\begin{aligned}
\det(1+sT)&=\det\bigl((1+s)-s\,r^\dagger r\bigr)
=\det\bigl((1+s)-s\,rr^\dagger\bigr)\\
&=\det(1+s\,t't'^\dagger)=\det(1+s\,t'^\dagger t')=\det(1+sT').
\end{aligned}
$$

The second equality is the square identity with $c=1+s$. Its case $c=0$ is $s=-1$, where the determinant is $\det(1-T)=|\det r|^2$. The fourth equality is Sylvester's identity, which passes from the left channels to the right ones. The tactic `module` collects the scalar multiples in the steps that insert the flux equations.

```lean
/-- For a unitary scattering matrix the counting determinant `det(1 + s T)`, with `T` the
transmission matrix, is the same in both directions for every complex `s`. -/
theorem counting_determinant_reciprocity {r : Matrix L L ℂ} {t' : Matrix L R ℂ}
    {t : Matrix R L ℂ} {r' : Matrix R R ℂ}
    (hS : scatteringMatrix r t' t r' ∈ unitaryGroup (L ⊕ R) ℂ) (s : ℂ) :
    (1 + s • transmission t).det = (1 + s • transmission t').det := by
  have h1 := transmission_eq_one_sub_reflection hS
  have h2 := outgoing_eq_one_sub_reflection hS
  unfold transmission
  calc (1 + s • (tᴴ * t)).det
      = ((1 + s) • (1 : Matrix L L ℂ) + ((-s) • rᴴ) * r).det :=
        congrArg Matrix.det (by rw [h1, Matrix.smul_mul]; module)
    _ = ((1 + s) • (1 : Matrix L L ℂ) + r * ((-s) • rᴴ)).det :=
        det_smul_one_add_mul_comm _ _ _
    _ = (1 + (s • t') * t'ᴴ).det :=
        congrArg Matrix.det (by rw [Matrix.smul_mul, h2, Matrix.mul_smul]; module)
    -- Sylvester's identity passes from the left channels to the right channels
    _ = (1 + t'ᴴ * (s • t')).det := det_one_add_mul_comm _ _
    _ = (1 + s • (t'ᴴ * t')).det := by rw [Matrix.mul_smul]
```

## Nonzero transmission eigenvalues

For a square matrix $M$ and a number $\tau\neq0$,

$$
Mv=\tau v\quad\Longleftrightarrow\quad (1-\tau^{-1}M)\,v=0 .
$$

A nonzero $v$ of this kind exists exactly when $\det(1-\tau^{-1}M)=0$. In Lean, `exists_mulVec_eq_zero_iff` turns the vanishing determinant into a nonzero null vector, and the rest proves the displayed equivalence in each direction. The notation `M *ᵥ v` is the matrix acting on the vector.

```lean
/-- A nonzero number `τ` is an eigenvalue of `M` exactly when `det(1 - M/τ) = 0`. -/
theorem eigenvalue_iff_det (M : Matrix L L ℂ) {τ : ℂ} (hτ : τ ≠ 0) :
    (∃ v : L → ℂ, v ≠ 0 ∧ M *ᵥ v = τ • v) ↔ (1 + (-τ⁻¹) • M).det = 0 := by
  rw [← exists_mulVec_eq_zero_iff]
  refine exists_congr fun v => and_congr_right fun _ => ?_
  rw [add_mulVec, one_mulVec, smul_mulVec]
  constructor
  · intro h
    rw [h, smul_smul, neg_mul, inv_mul_cancel₀ hτ]
    module
  · intro h
    calc M *ᵥ v = τ • v - τ • (v + (-τ⁻¹) • (M *ᵥ v)) := by
          rw [smul_add, smul_smul, mul_neg, mul_inv_cancel₀ hτ]
          module
      _ = τ • v := by rw [h, smul_zero, sub_zero]
```

Setting $s=-1/\tau$ in the counting determinant shows that $\tau$ is an eigenvalue of $T$ exactly when it is one of $T'$. The proof rewrites both sides as determinant conditions and applies the previous equality.

```lean
/-- For a unitary scattering matrix, the transmission matrices of the two directions have the
same nonzero eigenvalues. -/
theorem transmission_eigenvalue_reciprocity {r : Matrix L L ℂ} {t' : Matrix L R ℂ}
    {t : Matrix R L ℂ} {r' : Matrix R R ℂ}
    (hS : scatteringMatrix r t' t r' ∈ unitaryGroup (L ⊕ R) ℂ) {τ : ℂ} (hτ : τ ≠ 0) :
    (∃ v : L → ℂ, v ≠ 0 ∧ transmission t *ᵥ v = τ • v) ↔
      (∃ w : R → ℂ, w ≠ 0 ∧ transmission t' *ᵥ w = τ • w) := by
  rw [eigenvalue_iff_det _ hτ, eigenvalue_iff_det _ hτ,
    counting_determinant_reciprocity hS]
```

The variable `τ` ranges over the complex numbers, although the eigenvalues of the Hermitian matrices $T$ and $T'$ are real. The theorem compares the sets of nonzero eigenvalues; it does not count multiplicities or place the values in $[0,1]$. That bound follows by hand from $T=t^\dagger t\ge0$ and $1-T=r^\dagger r\ge0$.

With leads of unequal size, the value zero may occur on one side only. Let the left lead have two channels and the right lead one, with one left channel fully transmitted and the other fully reflected. Then $T$ has eigenvalues 1 and 0, while $T'$ has only the eigenvalue 1.

## A beam splitter and a circulator

A single-channel beam splitter with partial transmission meets the hypothesis:

$$
S=\begin{pmatrix}3/5&4/5\\ 4/5&-3/5\end{pmatrix},\qquad
\Bigl(\tfrac35\Bigr)^2+\Bigl(\tfrac45\Bigr)^2=1,\qquad
\tfrac35\cdot\tfrac45-\tfrac45\cdot\tfrac35=0 .
$$

Its transmission probability is $16/25$ in each direction. The proof compares the four blocks of $SS^\dagger$ with those of the identity and evaluates each entry.

```lean
/-- A beam splitter with reflection amplitudes `3/5`, `-3/5` and transmission amplitudes `4/5`
has a unitary scattering matrix. -/
theorem beamSplitter_witness :
    scatteringMatrix (!![3 / 5] : Matrix (Fin 1) (Fin 1) ℂ) !![4 / 5] !![4 / 5] !![-(3 / 5)]
      ∈ unitaryGroup (Fin 1 ⊕ Fin 1) ℂ := by
  rw [mem_unitaryGroup_iff, scatteringMatrix, star_eq_conjTranspose,
    fromBlocks_conjTranspose, fromBlocks_multiply, ← fromBlocks_one, fromBlocks_inj]
  refine ⟨?_, ?_, ?_, ?_⟩ <;> ext i j <;>
    simp only [Matrix.add_apply, Matrix.mul_apply, Matrix.conjTranspose_apply] <;>
    fin_cases i <;> fin_cases j <;> norm_num
```

With three leads, unitarity alone does not make the transmission between a given pair of leads equal in both directions. A circulator with one channel per lead sends lead 0 to 1, lead 1 to 2 and lead 2 to 0:

$$
C=\begin{pmatrix}0&0&1\\ 1&0&0\\ 0&1&0\end{pmatrix}.
$$

```lean
/-- The scattering matrix of a three-terminal circulator, which sends lead 0 to lead 1,
lead 1 to lead 2 and lead 2 to lead 0. -/
def circulator : Matrix (Fin 3) (Fin 3) ℂ :=
  !![0, 0, 1; 1, 0, 0; 0, 1, 0]
```

Each row has a single entry 1, in a different column, so $CC^\dagger=1$. The probability from lead 0 to lead 1 is $|C_{10}|^2=1$, and the reverse probability is $|C_{01}|^2=0$. `Complex.normSq` is the squared modulus. Merging leads 1 and 2 into one terminal restores the balance, since lead 0 then sends out one unit of flux and receives one.

```lean
/-- With three terminals reciprocity can fail: the circulator is unitary, yet it transmits with
probability one from lead 0 to lead 1 and with probability zero from lead 1 to lead 0. -/
theorem circulator_not_reciprocal :
    circulator ∈ unitaryGroup (Fin 3) ℂ ∧
      Complex.normSq (circulator 1 0) = 1 ∧ Complex.normSq (circulator 0 1) = 0 := by
  refine ⟨?_, by simp [circulator], by simp [circulator]⟩
  rw [mem_unitaryGroup_iff, star_eq_conjTranspose]
  ext i j
  fin_cases i <;> fin_cases j <;>
    simp [circulator, Matrix.mul_apply, Fin.sum_univ_succ]

end

end TwoTerminalReciprocity
```

## From a Hamiltonian to the matrix $S$

The theorems start from a unitary $S$. Obtaining such a matrix from a Hamiltonian or a Green function, restricted to open channels with flux normalisation, is a separate step. In a calculation of molecular conductance for non-interacting electrons without absorption, a discrepancy between the two traces larger than rounding and convergence errors indicates that the computed $S$ is not unitary. Agreement of the traces does not establish unitarity.

The two directions could also be modelled on a single set of channels, with projections $P_L$ and $P_R$ onto the leads. The transmission matrices would then be $P_LS^\dagger P_RSP_L$ and $P_RS^\dagger P_LSP_R$, both of the size of $S$. The traces and determinants would keep their values, and further leads would only need further projections. The padding with zeros would also make the eigenvalue zero agree in the two directions, but the presence of this eigenvalue would no longer show whether some incoming wave in a lead is fully reflected. The block form keeps each matrix on the channels of its own lead.

```lean
#print axioms TwoTerminalReciprocity.trace_transmission_reciprocity
#print axioms TwoTerminalReciprocity.shot_noise_reciprocity
#print axioms TwoTerminalReciprocity.transmission_eigenvalue_reciprocity
#print axioms TwoTerminalReciprocity.circulator_not_reciprocal
```

```
'TwoTerminalReciprocity.trace_transmission_reciprocity' depends on axioms: [propext, Classical.choice, Quot.sound]
'TwoTerminalReciprocity.shot_noise_reciprocity' depends on axioms: [propext, Classical.choice, Quot.sound]
'TwoTerminalReciprocity.transmission_eigenvalue_reciprocity' depends on axioms: [propext, Classical.choice, Quot.sound]
'TwoTerminalReciprocity.circulator_not_reciprocal' depends on axioms: [propext, Classical.choice, Quot.sound]
```
